# Convergence of the weighted squared-error integral for a Gaussian fit to a Slater geminal

A Slater-type geminal `exp(-γ r)`, a function of the distance r between two electrons, is approximated by a finite sum of Gaussians `c k * exp(-α k r²)` with arbitrary real coefficients. The theorem `integrableOn_fitIntegrand` states that, when γ and all the exponents `α k` are positive, the squared difference of the two, multiplied by `r² exp(-2γr)`, is integrable over r > 0. The proof first takes the integrability of `r² exp(-2γr)` from a Mathlib lemma. It then bounds the squared difference by the constant `(1 + ∑ k, |c k|)²` and concludes by domination.

As first written in Lean, the proof fails:

```lean
import Mathlib

open MeasureTheory Set

namespace SlaterGeminalFit

noncomputable section

variable {ι : Type*} [Fintype ι]

/-- The Slater-type geminal `exp(-γ r)` as a function of the interelectronic distance. -/
def slaterGeminal (γ r : ℝ) : ℝ := Real.exp (-γ * r)

/-- A finite sum of Gaussian geminals with coefficients `c k` and exponents `α k`. -/
def gaussianGeminal (c α : ι → ℝ) (r : ℝ) : ℝ :=
  ∑ k, c k * Real.exp (-(α k) * r ^ 2)

/-- The squared deviation of the Gaussian sum from the Slater geminal, with the radial
volume factor `r ^ 2` and the weight `exp(-2 γ r)`. -/
def fitIntegrand (γ : ℝ) (c α : ι → ℝ) (r : ℝ) : ℝ :=
  r ^ 2 * Real.exp (-2 * γ * r) * (slaterGeminal γ r - gaussianGeminal c α r) ^ 2

/-- The Slater geminal and the Gaussian sum are continuous in the distance. -/
theorem continuous_geminals (γ : ℝ) (c α : ι → ℝ) :
    Continuous (slaterGeminal γ) ∧ Continuous (gaussianGeminal c α) := by
  constructor
  · show Continuous fun r : ℝ => Real.exp (-γ * r)
    fun_prop
  · show Continuous fun r : ℝ => ∑ k, c k * Real.exp (-(α k) * r ^ 2)
    fun_prop

/-- The integrand of the fit error is continuous in the distance. -/
theorem continuous_fitIntegrand (γ : ℝ) (c α : ι → ℝ) :
    Continuous (fitIntegrand γ c α) := by
  obtain ⟨hs, hg⟩ := continuous_geminals γ c α
  exact ((continuous_pow 2).mul
    (by fun_prop : Continuous fun r : ℝ => Real.exp (-2 * γ * r))).mul ((hs.sub hg).pow 2)

/-- For positive `γ` and positive Gaussian exponents the fit-error integral converges. -/
theorem integrableOn_fitIntegrand {γ : ℝ} (hγ : 0 < γ) (c α : ι → ℝ)
    (hα : ∀ k, 0 < α k) : IntegrableOn (fitIntegrand γ c α) (Ioi 0) := by
  have hw : IntegrableOn (fun r : ℝ => r ^ 2 * Real.exp (-(2 * γ) * r)) (Ioi 0) := by
    have h := integrableOn_rpow_mul_exp_neg_mul_rpow (s := 2) (p := 1) (b := 2 * γ)
      (by norm_num) le_rfl (by positivity)
    simpa only [Real.rpow_one, Real.rpow_two] using h
  -- the deviation is bounded by a constant, so the weight dominates
  refine Integrable.mono' (Integrable.mul_const hw ((1 + ∑ k, |c k|) ^ 2))
    (continuous_fitIntegrand γ c α).aestronglyMeasurable ?_
  refine (ae_restrict_iff' measurableSet_Ioi).2 (ae_of_all _ fun r hr => ?_)
  have hr0 : 0 < r := hr
  have hs0 : 0 < slaterGeminal γ r := Real.exp_pos _
  have hs1 : slaterGeminal γ r ≤ 1 :=
    Real.exp_le_one_iff.2 (by nlinarith [mul_pos hγ hr0])
  have hg : |gaussianGeminal c α r| ≤ ∑ k, |c k| := by
    refine (Finset.abs_sum_le_sum_abs _ _).trans (Finset.sum_le_sum fun k _ => ?_)
    rw [abs_mul, abs_of_pos (Real.exp_pos _)]
    exact mul_le_of_le_one_right (abs_nonneg _)
      (Real.exp_le_one_iff.2 (by nlinarith [mul_nonneg (hα k).le (sq_nonneg r)]))
  obtain ⟨hg1, hg2⟩ := abs_le.1 hg
  have hsq : (slaterGeminal γ r - gaussianGeminal c α r) ^ 2 ≤ (1 + ∑ k, |c k|) ^ 2 :=
    sq_le_sq' (by linarith) (by linarith)
  rw [Real.norm_of_nonneg (by unfold fitIntegrand; positivity)]
  unfold fitIntegrand
  rw [show -2 * γ * r = -(2 * γ) * r by ring]
  exact mul_le_mul_of_nonneg_left hsq (by positivity)

end

end SlaterGeminalFit
```

The error:

```
Main.lean:44:20: error: Application type mismatch: The argument
  le_rfl
has type
  ?m.91 ≤ ?m.91
but is expected to have type
  0 < 1
in the application
  integrableOn_rpow_mul_exp_neg_mul_rpow
    (Mathlib.Meta.NormNum.isInt_lt_true
      (Mathlib.Meta.NormNum.isInt_neg (Eq.refl Neg.neg)
        (Mathlib.Meta.NormNum.IsNat.to_isInt (Mathlib.Meta.NormNum.isNat_ofNat ℝ Nat.cast_one))
        (Eq.refl (Int.negOfNat 1)))
      (Mathlib.Meta.NormNum.IsNat.to_isInt (Mathlib.Meta.NormNum.isNat_ofNat ℝ (Eq.refl 2))) (Eq.refl true))
    le_rfl
```

Cause. The error lies in the call to `integrableOn_rpow_mul_exp_neg_mul_rpow`, which supplies the integrability of the weight. With `p := 1`, the second hypothesis passed to this lemma must be a proof of `0 < 1`, as the message says. The attempt passes `le_rfl`, which proves only statements of the form `a ≤ a`, with the same term on both sides. Lean cannot match that with a strict inequality between 0 and 1, so it rejects the argument. `le_rfl` would have suited a hypothesis `1 ≤ p` at `p = 1`, but the lemma asks for `0 < p`.

The repair replaces `le_rfl` with `one_pos`, which is a proof of `0 < 1` and so has the required type. Nothing else in the proof changes.

After these edits no error is left:

```diff
@@ -42,5 +42,5 @@
   have hw : IntegrableOn (fun r : ℝ => r ^ 2 * Real.exp (-(2 * γ) * r)) (Ioi 0) := by
     have h := integrableOn_rpow_mul_exp_neg_mul_rpow (s := 2) (p := 1) (b := 2 * γ)
-      (by norm_num) le_rfl (by positivity)
+      (by norm_num) one_pos (by positivity)
     simpa only [Real.rpow_one, Real.rpow_two] using h
   -- the deviation is bounded by a constant, so the weight dominates
```
